# Four weights of equal size and alternating sign around a square sum to zero

Four real weights, 1, −1, 1 and −1, are placed in order around a square, and the lemma `alt_sum` states that their sum is zero. Mathematically this is a finite sum over the four indices of `Fin 4`, with every value given explicitly. No Hamiltonian, state or stress enters the statement. The attempt hands the whole proof to `norm_num`, which is to unfold `alt`, write the sum as four terms and do the arithmetic.

An attempt in Lean 4 with a fault in it:

```lean
import Mathlib

open Finset

namespace AtomicStressAmbiguity

noncomputable section

/-- Weights of alternating sign around the square. -/
def alt : Fin 4 → ℝ := ![1, -1, 1, -1]

theorem alt_sum : ∑ j, alt j = 0 := by
  norm_num [alt, Fin.sum_univ_four]

end

end AtomicStressAmbiguity
```

Lean reports:

```
Main.lean:12:36: error: unsolved goals
⊢ ![1, -1, 1, -1] 2 + ![1, -1, 1, -1] 3 = 0
```

This version goes through:

```diff
@@ -10,6 +10,9 @@
 def alt : Fin 4 → ℝ := ![1, -1, 1, -1]
 
+/-- The alternating weights sum to zero. -/
 theorem alt_sum : ∑ j, alt j = 0 := by
-  norm_num [alt, Fin.sum_univ_four]
+  rw [Fin.sum_univ_four]
+  change (1 : ℝ) + -1 + 1 + -1 = 0
+  norm_num
 
 end
```

Cause. The message "unsolved goals" means that `norm_num` made progress but did not finish. The sum has been expanded and the entries at indices 0 and 1 have been evaluated and cancelled. What remains are the entries of `![1, -1, 1, -1]` at indices 2 and 3, still written as vector lookups. The simplification did not reduce these lookups to the numbers 1 and −1, so the arithmetic could not close the goal, although the goal is true.

The repair separates the steps. `rw [Fin.sum_univ_four]` writes the sum as four terms. `change` then restates the goal as `(1 : ℝ) + -1 + 1 + -1 = 0`, which Lean accepts because unfolding `alt` and evaluating its entries gives the same expression by definition. No vector lookup is left, and `norm_num` has only to add numbers. The added docstring is mere tidying.
